# A datum never increases the predictive variance of a Gaussian linear model with known noise variance

When a datum is added to a linear model with Gaussian weights and known positive noise variance, the predictive variance at any feature falls by a definite amount: the squared covariance between the outputs at that feature and at the measured one, divided by the noise variance plus the old predictive variance at the measured feature. The fall may be zero but is never negative. In simulation this applies to surrogates that are linear in their weights, such as a linear interatomic potential, as long as the features, the prior precision and the noise variance are held fixed.

## The model and its notation

The output at a feature vector $x$ is $x^T w$. The weights $w$ are Gaussian with precision matrix $A$, the inverse of their covariance, given all data seen so far. A datum is a measured value of $z^T w$ plus independent Gaussian noise of variance $s$.

```lean
import Mathlib

open Matrix

namespace BayesianLinearUpdate

noncomputable section

variable {n : Type*} [Fintype n] [DecidableEq n]
```

The weights are indexed by any finite type `n`. The covariance of the outputs at $x$ and $y$ is $c(x,y)=x^TA^{-1}y$. In Lean, `⬝ᵥ` is the dot product and `*ᵥ` applies a matrix to a vector.

```lean
/-- Predictive covariance `xᵀ A⁻¹ y` of the model outputs at features `x` and `y`, for weights
with invertible precision matrix `A`. -/
def predCov (A : Matrix n n ℝ) (x y : n → ℝ) : ℝ := x ⬝ᵥ A⁻¹ *ᵥ y
```

The variance is the diagonal case, $v(x)=c(x,x)$. It belongs to the noise-free output $x^Tw$; the noise of a future measurement is not included.

```lean
/-- Predictive variance `xᵀ A⁻¹ x` of the model output at feature `x`, for weights with
invertible precision matrix `A`. -/
def predVar (A : Matrix n n ℝ) (x : n → ℝ) : ℝ := predCov A x x
```

The datum changes the precision to $A'=A+zz^T/s$, where `vecMulVec z z` is $zz^T$.

```lean
/-- Precision `A + z zᵀ / s` after a datum with feature `z` and noise variance `s ≠ 0`. -/
def updatedPrecision (A : Matrix n n ℝ) (z : n → ℝ) (s : ℝ) : Matrix n n ℝ :=
  A + s⁻¹ • vecMulVec z z
```

If the weights had mean $m$ and the value $y$ is measured at $z$, the new mean is
$$m'=m+\frac{y-z^Tm}{s+v(z)}\,A^{-1}z .$$

```lean
/-- Mean weights after observing the value `y` at feature `z`, starting from mean `m` and
invertible precision `A`; the domain is `s + zᵀ A⁻¹ z ≠ 0`. -/
def updatedMean (A : Matrix n n ℝ) (z : n → ℝ) (s : ℝ) (m : n → ℝ) (y : ℝ) : n → ℝ :=
  m + ((y - z ⬝ᵥ m) / (s + predVar A z)) • (A⁻¹ *ᵥ z)
```

These two update rules are definitions; part (f) connects them to Bayes' rule. The hypothesis `A.PosDef` says that $A$ is symmetric with $w^TAw>0$ for every $w\neq0$, so every direction in weight space has a finite variance. A proper Gaussian prior provides this.

## (a) Symmetry of the form

Show that for a positive definite real matrix $B$,
$$x^TBy=y^TBx .$$

A number equals its own transpose, so $x^TBy=(x^TBy)^T=y^TB^Tx$, and $B^T=B$.

```lean
omit [DecidableEq n] in
/-- The bilinear form of a positive definite real matrix is symmetric. -/
lemma form_symm {B : Matrix n n ℝ} (hB : B.PosDef) (x y : n → ℝ) :
    x ⬝ᵥ B *ᵥ y = y ⬝ᵥ B *ᵥ x := by
  have h : Bᵀ = B := by
    rw [← conjTranspose_eq_transpose_of_trivial]
    exact hB.isHermitian.eq
  rw [Matrix.dotProduct_mulVec, ← Matrix.mulVec_transpose, h, dotProduct_comm]
```

`PosDef` supplies a Hermitian matrix; over the reals this is the symmetry `h`.

## (b) Undoing the inverse

Show that
$$A(A^{-1}y)=y .$$

A positive definite matrix has positive determinant, so $A^{-1}$ is a true inverse and $AA^{-1}=1$.

```lean
/-- A positive definite precision undoes its inverse on every vector. -/
lemma mulVec_inv_cancel {A : Matrix n n ℝ} (hA : A.PosDef) (y : n → ℝ) :
    A *ᵥ (A⁻¹ *ᵥ y) = y := by
  rw [Matrix.mulVec_mulVec, Matrix.mul_nonsing_inv _ hA.det_pos.ne'.isUnit, Matrix.one_mulVec]
```

## (c) Sign of the variance

Show that
$$v(x)\ge 0 .$$

Put $u=A^{-1}x$. Then $x=Au$, and $v(x)=(Au)^Tu=u^TAu\ge0$.

```lean
/-- The predictive variance of a positive definite precision is nonnegative. -/
lemma predVar_nonneg {A : Matrix n n ℝ} (hA : A.PosDef) (x : n → ℝ) : 0 ≤ predVar A x := by
  have h := hA.inv.posSemidef.dotProduct_mulVec_nonneg x
  rwa [star_trivial] at h
```

Lean takes a shorter path: `hA.inv` states that $A^{-1}$ is itself positive definite.

## (d) Action of the new precision

Show that
$$A'w=Aw+\frac{z^Tw}{s}\,z .$$

Component $i$ of $zz^Tw$ is $\sum_j z_iz_jw_j=z_i\,(z^Tw)$. Divide by $s$ and add $Aw$.

```lean
omit [DecidableEq n] in
/-- The datum adds to the action of the precision a vector along its feature `z`. -/
lemma updatedPrecision_mulVec (A : Matrix n n ℝ) (z w : n → ℝ) (s : ℝ) :
    updatedPrecision A z s *ᵥ w = A *ᵥ w + ((z ⬝ᵥ w) / s) • z := by
  have h : vecMulVec z z *ᵥ w = (z ⬝ᵥ w) • z := by
    ext i
    simp only [mulVec, dotProduct, vecMulVec_apply, Pi.smul_apply, smul_eq_mul, Finset.sum_mul]
    exact Finset.sum_congr rfl fun j _ => by ring
  rw [updatedPrecision, Matrix.add_mulVec, Matrix.smul_mulVec, h, smul_smul, div_eq_inv_mul]
```

The inner `h` is this componentwise computation.

## (e) The new precision is admissible

Show that for $s>0$ the matrix $A'$ is symmetric and
$$w^TA'w>0\quad\text{for } w\ne0 .$$

The entries $A_{ij}+z_iz_j/s$ are symmetric in $i$ and $j$. By (d), $w^TA'w=w^TAw+(z^Tw)^2/s$, a positive number plus a nonnegative one.

```lean
omit [DecidableEq n] in
/-- A datum with positive noise variance keeps a positive definite precision positive definite. -/
theorem updatedPrecision_posDef {A : Matrix n n ℝ} (hA : A.PosDef) (z : n → ℝ) {s : ℝ}
    (hs : 0 < s) : (updatedPrecision A z s).PosDef := by
  refine Matrix.posDef_iff_dotProduct_mulVec.2 ⟨?_, ?_⟩
  · refine Matrix.IsHermitian.ext fun i j => ?_
    have h : A j i = A i j := by simpa using hA.isHermitian.apply i j
    simp only [updatedPrecision, star_trivial, Matrix.add_apply, Matrix.smul_apply,
      vecMulVec_apply, smul_eq_mul, h]
    ring
  · intro w hw
    have h := hA.dotProduct_mulVec_pos hw
    rw [star_trivial] at h ⊢
    rw [updatedPrecision_mulVec, dotProduct_add, dotProduct_smul, smul_eq_mul,
      dotProduct_comm w z]
    have h2 : 0 ≤ (z ⬝ᵥ w) / s * (z ⬝ᵥ w) := by
      rw [div_mul_eq_mul_div]
      exact div_nonneg (mul_self_nonneg _) hs.le
    linarith
```

The two bullets are these two claims, and `h2` is the sign of the added square.

## (f) Bayes' rule by completing the square

Show that for $s>0$
$$(w-m)^TA(w-m)+\frac{(y-z^Tw)^2}{s}=(w-m')^TA'(w-m')+\frac{(y-z^Tm)^2}{s+v(z)} .$$

Write $u=w-m$, $r=y-z^Tm$, $a=z^Tu$, $v=v(z)$ and $t=r/(s+v)$. Then $w-m'=u-tA^{-1}z$ and $y-z^Tw=r-a$. By (a), (b) and (d), the right side is
$$u^TAu-2ta+t^2v+\frac{(a-tv)^2}{s}+t^2(s+v).$$
On the left, $r-a=ts+(tv-a)$, so
$$\frac{(r-a)^2}{s}=t^2s+2t(tv-a)+\frac{(a-tv)^2}{s}.$$
Adding $u^TAu$ gives the same expression.

Multiplied by $-\tfrac12$ and exponentiated, the left side is prior times likelihood up to constants. The last term on the right does not contain $w$, so the posterior is Gaussian with mean $m'$ and precision $A'$. The theorem is the algebraic identity; probability densities do not appear in the file.

```lean
/-- Bayes update by completing the square: for positive definite `A` and `s > 0`, the prior
quadratic form plus the squared residual over `s` is the quadratic form of the updated precision
about the updated mean, plus a term that does not depend on the weights `w`. -/
theorem bayes_complete_square {A : Matrix n n ℝ} (hA : A.PosDef) (z m w : n → ℝ) (y : ℝ)
    {s : ℝ} (hs : 0 < s) :
    (w - m) ⬝ᵥ A *ᵥ (w - m) + (y - z ⬝ᵥ w) ^ 2 / s =
      (w - updatedMean A z s m y) ⬝ᵥ
        updatedPrecision A z s *ᵥ (w - updatedMean A z s m y) +
      (y - z ⬝ᵥ m) ^ 2 / (s + predVar A z) := by
  have hD : s + z ⬝ᵥ A⁻¹ *ᵥ z ≠ 0 := (add_pos_of_pos_of_nonneg hs (predVar_nonneg hA z)).ne'
  -- the identity in terms of the displacement `u` and the residual `r` at the old mean
  have key : ∀ (u : n → ℝ) (r : ℝ), u ⬝ᵥ A *ᵥ u + (r - z ⬝ᵥ u) ^ 2 / s =
      (u - (r / (s + z ⬝ᵥ A⁻¹ *ᵥ z)) • (A⁻¹ *ᵥ z)) ⬝ᵥ updatedPrecision A z s *ᵥ
        (u - (r / (s + z ⬝ᵥ A⁻¹ *ᵥ z)) • (A⁻¹ *ᵥ z)) + r ^ 2 / (s + z ⬝ᵥ A⁻¹ *ᵥ z) := by
    intro u r
    have h1 : (A⁻¹ *ᵥ z) ⬝ᵥ A *ᵥ u = z ⬝ᵥ u := by
      rw [form_symm hA, mulVec_inv_cancel hA, dotProduct_comm]
    rw [updatedPrecision_mulVec, Matrix.mulVec_sub, Matrix.mulVec_smul, mulVec_inv_cancel hA]
    simp only [sub_dotProduct, dotProduct_sub, dotProduct_add, smul_dotProduct,
      dotProduct_smul, smul_eq_mul]
    rw [h1, dotProduct_comm (A⁻¹ *ᵥ z) z, dotProduct_comm u z]
    generalize z ⬝ᵥ A⁻¹ *ᵥ z = v at hD ⊢
    field_simp
    ring
  have h := key (w - m) (y - z ⬝ᵥ m)
  have hr : y - z ⬝ᵥ m - z ⬝ᵥ (w - m) = y - z ⬝ᵥ w := by
    rw [dotProduct_sub]
    ring
  rw [hr] at h
  rw [updatedMean, sub_add_eq_sub_sub]
  exact h
```

`key` is the identity in terms of $u$ and $r$, and `h1` is $(A^{-1}z)^TAu=z^Tu$. After the products are expanded, `field_simp` and `ring` finish the scalar algebra.

## (g) Change of the covariance

From here on $y$ is again a feature. Write $c'$ for the covariance computed with $A'$, and show that for $s>0$
$$c'(x,y)=c(x,y)-\frac{c(x,z)\,c(z,y)}{s+v(z)} .$$

Solve $A'q=y$ with the trial vector $q=A^{-1}y-tA^{-1}z$, where now $t=c(z,y)/(s+v(z))$. By (b) and (d),
$$A'q=y-tz+\frac{c(z,y)-t\,v(z)}{s}\,z .$$
Since $c(z,y)=t(s+v(z))$, the last coefficient is $t$ and the $z$ terms cancel. By (e) $A'$ is invertible, so $q=A'^{-1}y$. Taking the product with $x$ gives the formula.

```lean
/-- For positive definite `A` and `s > 0`, a datum at `z` subtracts from the predictive covariance
of `x` and `y` the product of their covariances with `z`, divided by `s + zᵀ A⁻¹ z`; this product
may have either sign. -/
theorem predCov_update {A : Matrix n n ℝ} (hA : A.PosDef) (x y z : n → ℝ) {s : ℝ}
    (hs : 0 < s) :
    predCov (updatedPrecision A z s) x y =
      predCov A x y - predCov A x z * predCov A z y / (s + predVar A z) := by
  have hD : s + predVar A z ≠ 0 := (add_pos_of_pos_of_nonneg hs (predVar_nonneg hA z)).ne'
  have hc : (predCov A z y - predCov A z y / (s + predVar A z) * predVar A z) / s =
      predCov A z y / (s + predVar A z) := by
    rw [div_eq_iff hs.ne']
    linear_combination -(div_mul_cancel₀ (predCov A z y) hD)
  -- an explicit solution of the updated linear system
  have hsol : updatedPrecision A z s *ᵥ
      (A⁻¹ *ᵥ y - (predCov A z y / (s + predVar A z)) • (A⁻¹ *ᵥ z)) = y := by
    rw [updatedPrecision_mulVec, Matrix.mulVec_sub, Matrix.mulVec_smul, mulVec_inv_cancel hA,
      mulVec_inv_cancel hA, dotProduct_sub, dotProduct_smul, smul_eq_mul]
    change y - _ + ((predCov A z y - predCov A z y / (s + predVar A z) * predVar A z) / s) • z = y
    rw [hc, sub_add_cancel]
  have hinv : (updatedPrecision A z s)⁻¹ *ᵥ y =
      A⁻¹ *ᵥ y - (predCov A z y / (s + predVar A z)) • (A⁻¹ *ᵥ z) := by
    conv_lhs => rw [← hsol]
    rw [Matrix.mulVec_mulVec, Matrix.nonsing_inv_mul _
      (updatedPrecision_posDef hA z hs).det_pos.ne'.isUnit, Matrix.one_mulVec]
  rw [predCov, hinv, dotProduct_sub, dotProduct_smul, smul_eq_mul]
  change predCov A x y - predCov A z y / (s + predVar A z) * predCov A x z = _
  ring
```

`hc` evaluates the coefficient, `hsol` verifies the trial solution, and `hinv` identifies it with $A'^{-1}y$.

## (h) Change of the variance

Write $v'(x)=c'(x,x)$, and show that for $s>0$
$$v'(x)-v(x)=-\frac{c(x,z)^2}{s+v(z)},\qquad v'(x)\le v(x).$$

Set $y=x$ in (g). By (a) applied to $A^{-1}$, $c(z,x)=c(x,z)$, which gives the square. The denominator is positive by (c), so the change is at most zero.

```lean
/-- For positive definite `A` and `s > 0`, a datum at `z` changes the predictive variance at `x`
by exactly `-(xᵀ A⁻¹ z)² / (s + zᵀ A⁻¹ z)`, so the variance never increases. -/
theorem predVar_update {A : Matrix n n ℝ} (hA : A.PosDef) (x z : n → ℝ) {s : ℝ} (hs : 0 < s) :
    predVar (updatedPrecision A z s) x - predVar A x =
        -((predCov A x z) ^ 2 / (s + predVar A z)) ∧
      predVar (updatedPrecision A z s) x ≤ predVar A x := by
  have hsym : predCov A z x = predCov A x z := form_symm hA.inv z x
  have h : predVar (updatedPrecision A z s) x - predVar A x =
      -((predCov A x z) ^ 2 / (s + predVar A z)) := by
    simp only [predVar]
    rw [predCov_update hA x x z hs, hsym, predVar]
    ring
  have hpos : 0 ≤ (predCov A x z) ^ 2 / (s + predVar A z) :=
    div_nonneg (sq_nonneg _) (add_pos_of_pos_of_nonneg hs (predVar_nonneg hA z)).le
  exact ⟨h, by linarith⟩
```

## (i) When the datum teaches nothing about $x$

Show that for $s>0$
$$v'(x)=v(x)\iff c(x,z)=0 .$$

By (h) the change is a square over a positive number, which vanishes exactly when $c(x,z)$ does.

```lean
/-- For positive definite `A` and `s > 0`, a datum at `z` leaves the predictive variance at `x`
unchanged exactly when the outputs at `x` and `z` are uncorrelated. -/
theorem predVar_update_eq_iff {A : Matrix n n ℝ} (hA : A.PosDef) (x z : n → ℝ) {s : ℝ}
    (hs : 0 < s) :
    predVar (updatedPrecision A z s) x = predVar A x ↔ predCov A x z = 0 := by
  have hD : s + predVar A z ≠ 0 := (add_pos_of_pos_of_nonneg hs (predVar_nonneg hA z)).ne'
  rw [← sub_eq_zero, (predVar_update hA x z hs).1, neg_eq_zero, div_eq_zero_iff]
  simp [hD]
```

## (j) Repeating one measurement

Let $m$ now be a number of measurements, all at $z$ with the same $s>0$, and write $v=v(z)$ for the variance before the first. Show that the variance at $z$ becomes
$$v_m=\frac{s\,v}{s+m\,v}.$$

For $m=0$ this is $v$. For the next measurement, (h) with $x=z$ gives
$$v_{m+1}=v_m-\frac{v_m^2}{s+v_m}=\frac{s\,v_m}{s+v_m}.$$
Inserting the formula for $v_m$, the denominator is $s+v_m=s\,(s+(m+1)v)/(s+mv)$, so $v_{m+1}=sv/(s+(m+1)v)$.

```lean
/-- For positive definite `A` and `s > 0`, `m` successive measurements at the same feature `z`
turn the predictive variance `v` there into `s v / (s + m v)`. -/
theorem predVar_repeated {A : Matrix n n ℝ} (hA : A.PosDef) (z : n → ℝ) {s : ℝ} (hs : 0 < s)
    (m : ℕ) :
    predVar ((fun B => updatedPrecision B z s)^[m] A) z =
      s * predVar A z / (s + m * predVar A z) := by
  have hP : ∀ k : ℕ, ((fun B => updatedPrecision B z s)^[k] A).PosDef := by
    intro k
    induction k with
    | zero => exact hA
    | succ k ih =>
      rw [Function.iterate_succ_apply']
      exact updatedPrecision_posDef ih z hs
  have hv := predVar_nonneg hA z
  induction m with
  | zero =>
    have h0 : s ≠ 0 := hs.ne'
    simp [h0]
  | succ m ih =>
    have h := (predVar_update (hP m) z z hs).1
    change _ - _ = -((predVar _ z) ^ 2 / _) at h
    rw [ih] at h
    rw [Function.iterate_succ_apply', sub_eq_iff_eq_add.1 h]
    generalize predVar A z = v at hv ⊢
    have h1 : s + m * v ≠ 0 := by positivity
    have h2 : s + (m + 1) * v ≠ 0 := by positivity
    have h3 : s + s * v / (s + m * v) = s * (s + (m + 1) * v) / (s + m * v) := by
      rw [eq_div_iff h1, add_mul, div_mul_cancel₀ _ h1]
      ring
    rw [h3]
    push_cast
    field_simp
    ring

end

end BayesianLinearUpdate
```

The notation `^[m]` applies the update $m$ times. `hP` keeps every intermediate precision positive definite by (e), and `h3` is the rewritten denominator.

```lean
#print axioms BayesianLinearUpdate.bayes_complete_square
#print axioms BayesianLinearUpdate.predVar_update
#print axioms BayesianLinearUpdate.predVar_update_eq_iff
#print axioms BayesianLinearUpdate.predVar_repeated
```

```
'BayesianLinearUpdate.bayes_complete_square' depends on axioms: [propext, Classical.choice, Quot.sound]
'BayesianLinearUpdate.predVar_update' depends on axioms: [propext, Classical.choice, Quot.sound]
'BayesianLinearUpdate.predVar_update_eq_iff' depends on axioms: [propext, Classical.choice, Quot.sound]
'BayesianLinearUpdate.predVar_repeated' depends on axioms: [propext, Classical.choice, Quot.sound]
```

## Two weights, one datum

Take $A=\mathrm{diag}(1,2)$, $z=(1,1)$ and $s=\tfrac12$. Then $A^{-1}=\mathrm{diag}(1,\tfrac12)$ and $v(z)=\tfrac32$, so $s+v(z)=2$.

For $x=(1,0)$ we have $v(x)=1$ and $c(x,z)=1$. The change is $-\tfrac12$, and the new variance is $\tfrac12$. Direct inversion agrees:
$$A'=\begin{pmatrix}3&2\\2&4\end{pmatrix},\qquad A'^{-1}=\frac18\begin{pmatrix}4&-2\\-2&3\end{pmatrix},$$
whose first diagonal entry is $\tfrac12$.

For $x=(1,-2)$ the covariance with $z$ is $1-1=0$, and the variance is $3$ before and after. At $z$ itself, one measurement gives $\tfrac38$ and two give $\tfrac{3}{14}$.

## Updating a linear potential

Suppose a potential predicts the energy of a structure as $x^Tw$, with $x$ the summed descriptors of its atoms, and the program stores $C=A^{-1}$. Here $s$ has to cover both the numerical noise of the reference energies and the misfit of the linear form; the model treats their sum as independent Gaussian noise. When a reference energy arrives for a structure with descriptors $z$, the program computes $g=Cz$ and $v(z)=z^Tg$, then replaces $C$ by $C-gg^T/(s+v(z))$. For $N$ weights this takes of order $N^2$ operations. An ensemble of potentials can then be drawn from the Gaussian with the new mean and covariance; the sample variance of its predictions at $x$ estimates $v'(x)$, with sampling error.

The measured energy does not enter the variance formula. The reduction at a target structure $x$ can therefore be computed for each candidate $z$ before any reference calculation is run, and the candidates ranked by it. This holds with $s$ and the prior precision fixed; if they are refitted to the new energy, the variance may rise.
